# Quadratic Feynman–Hibbs smearing with variance up to $\sigma^2/4$ makes the Lennard-Jones well shallower and moves it outward

When the pair potential in a classical simulation of light atoms is replaced by its quadratic Feynman–Hibbs form, the well has to be located again, for instance to choose a starting spacing. For a Lennard-Jones pair with smearing variance $0<s\le 1/4$ in reduced units, that search can start at the classical bond length $2^{1/6}$ and go outward only, and any stationary point it finds is the global minimum.

## The potential and its smeared form

```lean
import Mathlib

open Filter Topology Set

namespace FeynmanHibbsLennardJones

noncomputable section

/-- The Lennard-Jones pair potential in reduced units, for separations `r ≠ 0`. -/
def lennardJones (r : ℝ) : ℝ := 4 * ((r⁻¹) ^ 12 - (r⁻¹) ^ 6)
```

This is $V(r)=4(r^{-12}-r^{-6})$, with energy in units of the well depth $\varepsilon$ and length in units of $\sigma$, the separation at which $V=0$. Lean writes $1/r$ as `r⁻¹`. The function takes any real number, but the theorems use only $r>0$.

```lean
/-- The quadratic Feynman-Hibbs effective potential `V + (s/2)(V'' + 2V'/r)` of a radial
potential `V`, for separations `r ≠ 0`; `s` is the smearing variance per Cartesian direction. -/
def feynmanHibbs (V : ℝ → ℝ) (s r : ℝ) : ℝ :=
  V r + s / 2 * (deriv (deriv V) r + 2 * deriv V r / r)
```

For any radial $V$ this defines $V_s=V+\frac s2\left(V''+\frac{2V'}{r}\right)$, where `deriv` is the derivative. The bracket is the Laplacian of $V$, so $V_s$ is what a Gaussian average gives when $V$ is replaced by its Taylor expansion to second order about the given separation. That truncation is taken as the definition; for Lennard-Jones the average of the full $V$ diverges, because of the $r^{-12}$ core. Physically, $s=\hbar^2/(12\mu k_BT\sigma^2)$ for reduced mass $\mu$ and temperature $T$; in the file it is just a real number.

```lean
/-- The separation `2^(1/6)` at which the classical Lennard-Jones well has its minimum. -/
def classicalBond : ℝ := (2 : ℝ) ^ (1 / 6 : ℝ)

/-- A polynomial in the inverse separation `u`, with the smearing variance `s` as parameter. -/
def wellPoly (s u : ℝ) : ℝ := 4 * (u ^ 12 - u ^ 6) + s * (264 * u ^ 14 - 60 * u ^ 8)
```

With $u=1/r$, the polynomial is $W_s(u)=4(u^{12}-u^6)+s(264u^{14}-60u^8)$. The next two theorems show that it equals $V_s$.

```lean
/-- The derivative of the inverse power `r^(-n)` is `-n r^(-n-1)` for `r > 0`. -/
theorem hasDerivAt_inv_pow (n : ℕ) {r : ℝ} (hr : 0 < r) :
    HasDerivAt (fun x : ℝ => (x⁻¹) ^ n) (-(n * (r⁻¹) ^ (n + 1))) r := by
  cases n with
  | zero => simpa using hasDerivAt_const r (1 : ℝ)
  | succ k =>
    have h := (hasDerivAt_inv hr.ne').fun_pow (k + 1)
    refine h.congr_deriv ?_
    simp only [Nat.add_sub_cancel, ← inv_pow]
    push_cast
    ring
```

`HasDerivAt f d r` says that $f$ has derivative $d$ at $r$. Here $(r^{-n})'=-n\,r^{-n-1}$, by the chain rule applied to a power of $1/r$.

```lean
/-- For `r > 0` the Feynman-Hibbs potential of the Lennard-Jones pair is
`4(r^-12 - r^-6) + s(264 r^-14 - 60 r^-8)`. -/
theorem feynmanHibbs_lennardJones (s : ℝ) {r : ℝ} (hr : 0 < r) :
    feynmanHibbs lennardJones s r = wellPoly s r⁻¹ := by
  have d1 : ∀ x : ℝ, 0 < x →
      deriv lennardJones x = 24 * (x⁻¹) ^ 7 - 48 * (x⁻¹) ^ 13 := by
    intro x hx
    have h : HasDerivAt lennardJones (24 * (x⁻¹) ^ 7 - 48 * (x⁻¹) ^ 13) x :=
      (((hasDerivAt_inv_pow 12 hx).fun_sub (hasDerivAt_inv_pow 6 hx)).const_mul 4).congr_deriv
        (by push_cast; ring)
    exact h.deriv
  have e : deriv lennardJones =ᶠ[𝓝 r] fun x => 24 * (x⁻¹) ^ 7 - 48 * (x⁻¹) ^ 13 := by
    filter_upwards [Ioi_mem_nhds hr] with x hx
    exact d1 x hx
  have d2 : deriv (deriv lennardJones) r = 624 * (r⁻¹) ^ 14 - 168 * (r⁻¹) ^ 8 := by
    rw [e.deriv_eq]
    have h := ((hasDerivAt_inv_pow 7 hr).const_mul 24).fun_sub
      ((hasDerivAt_inv_pow 13 hr).const_mul 48)
    rw [h.deriv]
    push_cast
    ring
  unfold feynmanHibbs
  rw [d2, d1 r hr]
  unfold lennardJones wellPoly
  ring
```

By hand, $V'=24u^7-48u^{13}$ and $V''=624u^{14}-168u^8$, so

$$V''+2V'/r=528u^{14}-120u^8,$$

and multiplying by $s/2$ gives $W_s$. `d1` and `d2` are these two derivatives. `e` records that the formula for $V'$ holds in a neighbourhood of $r$, which is what allows it to be differentiated again.

```lean
/-- The slope of the smeared Lennard-Jones potential at `r > 0`, in factored form. -/
theorem deriv_feynmanHibbs (s : ℝ) {r : ℝ} (hr : 0 < r) :
    deriv (feynmanHibbs lennardJones s) r = -(24 * (r⁻¹) ^ 7 *
      (2 * (r⁻¹) ^ 6 - 1 + s * ((r⁻¹) ^ 2 * (154 * (r⁻¹) ^ 6 - 20)))) := by
  have e : feynmanHibbs lennardJones s =ᶠ[𝓝 r] fun x =>
      4 * ((x⁻¹) ^ 12 - (x⁻¹) ^ 6) + s * (264 * (x⁻¹) ^ 14 - 60 * (x⁻¹) ^ 8) := by
    filter_upwards [Ioi_mem_nhds hr] with x hx
    exact feynmanHibbs_lennardJones s hx
  have h := (((hasDerivAt_inv_pow 12 hr).fun_sub (hasDerivAt_inv_pow 6 hr)).const_mul 4).fun_add
    ((((hasDerivAt_inv_pow 14 hr).const_mul 264).fun_sub
      ((hasDerivAt_inv_pow 8 hr).const_mul 60)).const_mul s)
  rw [e.deriv_eq, h.deriv]
  push_cast
  ring
```

Differentiating once more and factoring gives

$$V_s'(r)=-24u^7\left[2u^6-1+s\,u^2(154u^6-20)\right].$$

## The depth

```lean
/-- For `0 < s ≤ 1/4` the smeared potential lies strictly above the classical well depth `-1`
at every separation `r > 0`. -/
theorem neg_one_lt_feynmanHibbs {s r : ℝ} (hs : 0 < s) (hs' : s ≤ 1 / 4) (hr : 0 < r) :
    -1 < feynmanHibbs lennardJones s r := by
  have gen : ∀ y t : ℝ, 0 < y → 0 < t → 3 * y ≤ 4 * t + 1 →
      0 < (2 * t - 1) ^ 2 + 12 * (s * (y * (t * (22 * t - 5)))) := by
    intro y t hy ht hyt
    rcases lt_or_ge (5 / 22) t with h | h
    · -- close to the repulsive core the correction itself is positive
      have := mul_pos hs (mul_pos hy (mul_pos ht (by linarith : 0 < 22 * t - 5)))
      nlinarith [sq_nonneg (2 * t - 1)]
    · -- further out the correction is zero or negative, but too small to reach the classical depth
      have hq : 0 ≤ t * (5 - 22 * t) := mul_nonneg ht.le (by linarith)
      have h1 := mul_le_mul_of_nonneg_right hs' (mul_nonneg hy.le hq)
      have h2 := mul_le_mul_of_nonneg_right hyt hq
      have h3 : 0 < 1 - 9 * t + 6 * t ^ 2 + 88 * t ^ 3 := by
        nlinarith [mul_nonneg (by linarith : 0 ≤ t + 1 / 3) (sq_nonneg (t - 1 / 6)),
          sq_nonneg (t - 5 / 36)]
      nlinarith [h1, h2, h3]
  have hu : 0 < r⁻¹ := inv_pos.mpr hr
  rw [feynmanHibbs_lennardJones s hr]
  generalize r⁻¹ = u at hu
  have hy : 3 * u ^ 2 ≤ 4 * u ^ 6 + 1 := by
    nlinarith [mul_nonneg (sq_nonneg (u ^ 2 - 1 / 2)) (by positivity : 0 ≤ u ^ 2 + 1)]
  have h := gen (u ^ 2) (u ^ 6) (by positivity) (by positivity) hy
  have e : wellPoly s u = (2 * u ^ 6 - 1) ^ 2
      + 12 * (s * (u ^ 2 * (u ^ 6 * (22 * u ^ 6 - 5)))) - 1 := by
    unfold wellPoly
    ring
  linarith
```

The hypotheses `hs`, `hs'` and `hr` are $0<s$, $s\le1/4$ and $r>0$; the conclusion is $V_s(r)>-1$. Put $y=u^2$ and $t=u^6$. Then

$$V_s+1=(2t-1)^2+12\,s\,y\,t(22t-5).$$

If $t>5/22$, the second term is positive. If $t\le5/22$, use $s\le1/4$ and $3y\le4t+1$; the latter holds because $4y^3-3y+1=(y+1)(2y-1)^2\ge0$. Then

$$V_s+1\ge(2t-1)^2-(4t+1)\,t(5-22t)=1-9t+6t^2+88t^3.$$

The cubic equals $88(t+\tfrac13)(t-\tfrac16)^2+6(t-\tfrac5{36})^2+\tfrac5{72}$, which is positive. `gen` contains both cases, and `nlinarith` finishes the inequalities from the squares supplied to it.

## The position

```lean
/-- For `s > 0` the smeared potential has negative slope at every separation
`0 < r ≤ 2^(1/6)`, the classical minimum included. -/
theorem deriv_neg_of_le_classicalBond {s r : ℝ} (hs : 0 < s) (hr : 0 < r)
    (hle : r ≤ classicalBond) : deriv (feynmanHibbs lennardJones s) r < 0 := by
  have h0 : classicalBond ^ 6 = 2 := by
    unfold classicalBond
    rw [← Real.rpow_natCast, ← Real.rpow_mul (by norm_num)]
    norm_num
  have h6 : r ^ 6 ≤ 2 := h0 ▸ pow_le_pow_left₀ hr.le hle 6
  have hu : 0 < r⁻¹ := inv_pos.mpr hr
  have h1 : (r⁻¹) ^ 6 * r ^ 6 = 1 := by
    rw [← mul_pow, inv_mul_cancel₀ hr.ne', one_pow]
  have h2 := mul_le_mul_of_nonneg_left h6 (pow_pos hu 6).le
  have h3 : 0 < s * ((r⁻¹) ^ 2 * (154 * (r⁻¹) ^ 6 - 20)) :=
    mul_pos hs (mul_pos (pow_pos hu 2) (by linarith))
  rw [deriv_feynmanHibbs s hr]
  exact neg_lt_zero.mpr (mul_pos (mul_pos (by norm_num) (pow_pos hu 7)) (by linarith))
```

If $r\le2^{1/6}$, then $u^6\ge1/2$. In the bracket of $V_s'$, $2u^6-1\ge0$ and $154u^6-20\ge57$, so the slope is negative. This holds for every $s>0$: at the classical minimum the smeared force is repulsive.

```lean
/-- For `s > 0` the smeared potential has at most one stationary separation on `r > 0`. -/
theorem stationary_unique {s a b : ℝ} (hs : 0 < s) (ha : 0 < a) (hb : 0 < b)
    (hda : deriv (feynmanHibbs lennardJones s) a = 0)
    (hdb : deriv (feynmanHibbs lennardJones s) b = 0) : a = b := by
  have key : ∀ r : ℝ, 0 < r → deriv (feynmanHibbs lennardJones s) r = 0 →
      (r⁻¹) ^ 2 * (2 * (r⁻¹) ^ 4 + s * (154 * (r⁻¹) ^ 6 - 20)) = 1 := by
    intro r hr h
    rw [deriv_feynmanHibbs s hr, neg_eq_zero] at h
    have hu : 24 * (r⁻¹) ^ 7 ≠ 0 := by positivity
    have h' := (mul_eq_zero.mp h).resolve_left hu
    linear_combination h'
  -- where its bracket is positive, the left side of `key` increases strictly with `r⁻¹`
  have no : ∀ x y : ℝ, 0 < x → x < y → deriv (feynmanHibbs lennardJones s) x = 0 →
      deriv (feynmanHibbs lennardJones s) y = 0 → False := by
    intro x y hx hxy hdx hdy
    have hy : 0 < y := hx.trans hxy
    have kx := key x hx hdx
    have ky := key y hy hdy
    have hv : 0 < y⁻¹ := inv_pos.mpr hy
    have huv : y⁻¹ < x⁻¹ := (inv_lt_inv₀ hy hx).mpr hxy
    have p2 := pow_lt_pow_left₀ huv hv.le (two_ne_zero)
    have p4 := pow_lt_pow_left₀ huv hv.le (four_ne_zero)
    have p6 := pow_lt_pow_left₀ huv hv.le (by norm_num : (6 : ℕ) ≠ 0)
    have pk := (mul_pos_iff_of_pos_left (pow_pos hv 2)).mp (ky ▸ one_pos)
    have hk : 2 * (y⁻¹) ^ 4 + s * (154 * (y⁻¹) ^ 6 - 20)
        < 2 * (x⁻¹) ^ 4 + s * (154 * (x⁻¹) ^ 6 - 20) := by
      nlinarith [mul_pos hs (sub_pos.mpr p6)]
    have := mul_lt_mul'' p2 hk (pow_pos hv 2).le pk.le
    linarith
  rcases lt_trichotomy a b with h | h | h
  · exact (no a b ha h hda hdb).elim
  · exact h
  · exact (no b a hb h hdb hda).elim
```

Two stationary separations $a$ and $b$ must coincide. Setting the bracket to zero gives `key`:

$$u^2\left[2u^4+s(154u^6-20)\right]=1.$$

Suppose two values of $u$ satisfy this. At the smaller one the square bracket is positive, since the product is 1. Both factors increase strictly with $u$, so the product at the larger value exceeds 1, a contradiction. That is `no`.

```lean
/-- For `0 < s ≤ 1/4` the smeared Lennard-Jones potential has a strict global minimum on `r > 0`,
at a separation larger than `2^(1/6)` and with a value strictly between `-1` and `0`. -/
theorem smeared_well {s : ℝ} (hs : 0 < s) (hs' : s ≤ 1 / 4) :
    ∃ R : ℝ, classicalBond < R ∧ -1 < feynmanHibbs lennardJones s R ∧
      feynmanHibbs lennardJones s R < 0 ∧
      ∀ r : ℝ, 0 < r → r ≠ R →
        feynmanHibbs lennardJones s R < feynmanHibbs lennardJones s r := by
  have hc : Continuous (fun u => wellPoly s u) := by
    unfold wellPoly
    fun_prop
  obtain ⟨u, hu, hmin⟩ := (isCompact_Icc (a := (0 : ℝ)) (b := 1)).exists_isMinOn
    ⟨0, by norm_num⟩ hc.continuousOn
  have hm : ∀ v ∈ Icc (0 : ℝ) 1, wellPoly s u ≤ wellPoly s v := fun v hv => hmin hv
  -- the smeared potential is negative at inverse separation 3/4
  have htest : wellPoly s (3 / 4) < 0 := by
    have h1 : 4 * ((3 / 4 : ℝ) ^ 12 - (3 / 4) ^ 6) < 0 := by norm_num
    have h2 : 264 * (3 / 4 : ℝ) ^ 14 - 60 * (3 / 4) ^ 8 < 0 := by norm_num
    exact add_neg h1 (mul_neg_of_pos_of_neg hs h2)
  have hneg : wellPoly s u < 0 := (hm (3 / 4) (by constructor <;> norm_num)).trans_lt htest
  have hu0 : 0 < u := by
    refine lt_of_le_of_ne hu.1 ?_
    rintro rfl
    norm_num [wellPoly] at hneg
  have hR : 0 < u⁻¹ := inv_pos.mpr hu0
  have hval : feynmanHibbs lennardJones s u⁻¹ = wellPoly s u := by
    rw [feynmanHibbs_lennardJones s hR, inv_inv]
  have hglob : ∀ r : ℝ, 0 < r →
      feynmanHibbs lennardJones s u⁻¹ ≤ feynmanHibbs lennardJones s r := by
    intro r hr
    rw [hval, feynmanHibbs_lennardJones s hr]
    have hv : 0 < r⁻¹ := inv_pos.mpr hr
    generalize r⁻¹ = v at hv
    rcases le_total v 1 with h | h
    · exact hm v ⟨hv.le, h⟩
    · have h6 : 1 ≤ v ^ 6 := one_le_pow₀ h
      have h1 := mul_nonneg (pow_pos hv 6).le (sub_nonneg.mpr h6)
      have h2 := mul_nonneg hs.le
        (mul_nonneg (pow_pos hv 8).le (by linarith : 0 ≤ 264 * v ^ 6 - 60))
      have e : wellPoly s v = 4 * (v ^ 6 * (v ^ 6 - 1))
          + s * (v ^ 8 * (264 * v ^ 6 - 60)) := by
        unfold wellPoly
        ring
      linarith
  -- every global minimiser is a stationary point
  have stat : ∀ x : ℝ, 0 < x → (∀ r : ℝ, 0 < r →
      feynmanHibbs lennardJones s x ≤ feynmanHibbs lennardJones s r) →
      deriv (feynmanHibbs lennardJones s) x = 0 := by
    intro x hx h
    have hl : IsLocalMin (feynmanHibbs lennardJones s) x :=
      Filter.mem_of_superset (Ioi_mem_nhds hx) (fun r hr => h r hr)
    exact hl.deriv_eq_zero
  have hd := stat u⁻¹ hR hglob
  refine ⟨u⁻¹, ?_, neg_one_lt_feynmanHibbs hs hs' hR, hval ▸ hneg, ?_⟩
  · by_contra h
    exact (deriv_neg_of_le_classicalBond hs hR (not_lt.mp h)).ne hd
  · intro r hr hne
    by_contra h
    exact hne (stationary_unique hs hr hR
      (stat r hr fun x hx => (not_lt.mp h).trans (hglob x hx)) hd)
```

The statement reads: there is an $R>2^{1/6}$ with $-1<V_s(R)<0$, and $V_s(R)<V_s(r)$ for every other $r>0$.

The continuous $W_s$ has a minimum on $0\le u\le1$. It is negative, because $W_s(3/4)<0$, so it is not at $u=0$, where $W_s=0$. For $u\ge1$ we have $W_s\ge0$, so the minimum is global (`hglob`), and $R=1/u$ is stationary (`stat`). The slope result puts $R$ beyond $2^{1/6}$, and the depth bound gives $V_s(R)>-1$. A second global minimiser would also be stationary, hence equal to $R$.

```lean
/-- At `s = 3/10` the smeared potential drops below `-1` at the separation `r = 200/147`. -/
theorem below_classical_depth : feynmanHibbs lennardJones (3 / 10) (200 / 147) < -1 := by
  rw [feynmanHibbs_lennardJones _ (by norm_num)]
  norm_num [wellPoly]

end

end FeynmanHibbsLennardJones
```

At $s=3/10$ and $r=200/147$, direct evaluation gives $V_s<-1$, so the depth bound does not hold for all $s>0$. Averaging $V$ itself can never give a value below the minimum of $V$; the excess depth comes from the second-order truncation.

```lean
#print axioms FeynmanHibbsLennardJones.feynmanHibbs_lennardJones
#print axioms FeynmanHibbsLennardJones.smeared_well
#print axioms FeynmanHibbsLennardJones.below_classical_depth
```

```
'FeynmanHibbsLennardJones.feynmanHibbs_lennardJones' depends on axioms: [propext, Classical.choice, Quot.sound]
'FeynmanHibbsLennardJones.smeared_well' depends on axioms: [propext, Classical.choice, Quot.sound]
'FeynmanHibbsLennardJones.below_classical_depth' depends on axioms: [propext, Classical.choice, Quot.sound]
```
